# The direct-RPA correlation energy as a minimum over positive definite matrices, and its monotonicity under gap shifts at fixed coupling

## Gaps, coupling and the RPA matrix

Let the index \(i\) run over a finite set of \(N\) single excitations, each taking an electron from an occupied orbital \(o_i\) to a virtual orbital \(v_i\) of a reference determinant. The orbitals are real, and all matrices are real \(N\times N\). With orbital energies \(\varepsilon\), the gaps are \(d_i = \varepsilon_{v_i}-\varepsilon_{o_i}\), and \(D=\operatorname{diag}(d_i)\). The coupling \(K_{ij}\) is the Coulomb integral between the transition densities of excitations \(i\) and \(j\), with any spin factor absorbed into \(K\).

Two conditions are assumed. \(D\) is positive definite, meaning that the reference has a gap and every excitation costs energy. \(K\) is positive semidefinite, because \(x^{T}Kx\) is a positive multiple of the Coulomb self-energy of a combination of transition densities when exchange terms are left out, as in direct RPA.

The response matrices are \(\mathcal A = D+K\) and \(\mathcal B = K\), so \(\mathcal A-\mathcal B = D\) and \(\mathcal A+\mathcal B = D+2K\). Define
\[
A = D+2K,\qquad T = D^{1/2},\qquad M = TAT,\qquad R = M^{1/2},
\]
where every root is the positive semidefinite one. The eigenvalues of \(M\) are the squared excitation frequencies \(\omega^2\), so \(\operatorname{tr}R\) is the sum of the frequencies, and the correlation energy is
\[
E_c(D) = \tfrac12\left(\operatorname{tr}R-\operatorname{tr}D-\operatorname{tr}K\right).
\]
This formula is taken as the definition of \(E_c\); it is not derived from a many-electron Hamiltonian.

## A Gaussian trial state for the coupled modes

For positive definite \(G\), define
\[
F_D(G) = \tfrac14\left[\operatorname{tr}\big(A(G-1)\big)+\operatorname{tr}\big(D(G^{-1}-1)\big)\right]
= \tfrac14\left[\operatorname{tr}AG+\operatorname{tr}DG^{-1}\right]-\tfrac12\left[\operatorname{tr}D+\operatorname{tr}K\right].
\]
The second form uses \(\operatorname{tr}A+\operatorname{tr}D = 2\operatorname{tr}D+2\operatorname{tr}K\).

The functional has a reading in terms of oscillators. Take coordinates \(q_i\) and momenta \(p_i\) with \(\hbar=1\) and \(H=\tfrac12p^{T}Dp+\tfrac12q^{T}Aq\). The state \(\psi\propto\exp(-\tfrac12q^{T}G^{-1}q)\) has \(\langle qq^{T}\rangle=G/2\) and \(\langle pp^{T}\rangle=G^{-1}/2\), so its energy is \(\tfrac14[\operatorname{tr}AG+\operatorname{tr}DG^{-1}]\). \(F_D(G)\) is that energy measured from its value at \(G=1\), the ground state of the uncoupled modes. The oscillator picture, the identification of \(\operatorname{tr}R\) with a frequency sum and the numbers of the one-mode example serve as orientation only, since the theorems speak about matrices and traces.

## Minimum principle and shift inequality

For \(D\) positive definite and \(K\) positive semidefinite:

1. \(E_c(D)\) is the least value of \(F_D(G)\) over positive definite \(G\), attained at \(G_0 = TR^{-1}T\).
2. For every positive semidefinite \(S\) and the same \(K\), \(E_c(D)\le E_c(D+S)\le 0\).
3. In particular, for gaps \(d_i>0\) and shifts \(s_i\ge0\), \(E_c(d)\le E_c(d+s)\le0\).

In Lean the excitations are the elements of a finite type `n`, and matrices have type `Matrix n n ℝ`. The definitions `rpaMatrix`, `correlationEnergy`, `functional` and `optimalTrial` are \(M\), \(E_c\), \(F\) and \(G_0\), each taking \(D\) and \(K\) as arguments. `CFC.sqrt` is the positive semidefinite root, and `PosDef` and `PosSemidef` include symmetry of the matrix. The definitions accept arbitrary matrices, where a root or inverse may be a default value, but under the hypotheses roots are taken only of semidefinite matrices and inverses only of definite ones.

Claim 1 is `correlationEnergy_isLeast`, which states `IsLeast (functional D K '' {G | G.PosDef}) (correlationEnergy D K)`. In words, \(E_c\) belongs to the set of values of the functional on positive definite matrices and is a lower bound of that set. The minimiser is named in `functional_optimalTrial`. Claims 2 and 3 are `correlationEnergy_shift` and `correlationEnergy_level_shift`. The first two claims do not need \(D\) diagonal. The inequalities are weak, uniqueness of the minimiser is not asserted, and for an empty index type every quantity is zero.

Raising each virtual level \(v\) by \(\sigma_v\ge0\) gives \(s_i=\sigma_{v_i}\). In a finite basis with the orbitals, and hence \(K\), held fixed, such a shift cannot increase \(|E_c|\). Equal \(\sigma_v\) for all virtual levels give the usual scissor shift. A change of reference functional also changes the orbitals and \(K\), as well as the exchange energy and any correction from single excitations, and none of these is part of the statement.

For one mode, with \(D=d\), \(K=k\) and \(G=g\), \(E_c=\tfrac12\big(\sqrt{d(d+2k)}-d-k\big)\) and \(g_0=\sqrt{d/(d+2k)}\). With \(k=4\), the gap \(d=1\) gives \(E_c=-1\) at \(g_0=1/3\), and the gap \(d=9/2\) gives \(E_c=-1/2\).

## Completing the square under the trace

Let \(G\) be positive definite and \(X, Z\) any real \(N\times N\) matrices. Put \(W = X-G^{-1}Z\). Then \(W^{T}GW\) is positive semidefinite and has non-negative trace. Since \(G^{-1}\) is symmetric, \(W^{T}=X^{T}-Z^{T}G^{-1}\), and
\[
W^{T}GW = X^{T}GX-X^{T}Z-Z^{T}X+Z^{T}G^{-1}Z .
\]
A matrix and its transpose have the same trace, so \(\operatorname{tr}Z^{T}X=\operatorname{tr}X^{T}Z\), and
\[
2\operatorname{tr}X^{T}Z\le\operatorname{tr}X^{T}GX+\operatorname{tr}Z^{T}G^{-1}Z. \tag{1}
\]
For \(N=1\) this is \(2xz\le gx^2+z^2/g\).

## Lower bound and its attainment

\(A\) is positive definite, as the sum of a definite and a semidefinite matrix. \(T\) is positive definite, so \(M=TAT\) and \(R\) are too. Choose \(X=T^{-1}R\) and \(Z=T\) in (1), so that \(X^{T}=RT^{-1}\). By cyclicity of the trace and \(R^2=TAT\), \(T^2=D\),
\[
\operatorname{tr}X^{T}Z=\operatorname{tr}RT^{-1}T=\operatorname{tr}R,
\]
\[
\operatorname{tr}X^{T}GX=\operatorname{tr}\big(T^{-1}R^2T^{-1}G\big)=\operatorname{tr}AG,
\]
\[
\operatorname{tr}Z^{T}G^{-1}Z=\operatorname{tr}\big(T^2G^{-1}\big)=\operatorname{tr}DG^{-1}.
\]
Hence \(2\operatorname{tr}R\le\operatorname{tr}AG+\operatorname{tr}DG^{-1}\). Dividing by 4 and subtracting \(\tfrac12(\operatorname{tr}D+\operatorname{tr}K)\) gives \(E_c(D)\le F_D(G)\).

The square vanishes when \(GX=Z\), that is \(GT^{-1}R=T\), which is solved by \(G_0=TR^{-1}T\). This matrix is positive definite and its inverse is \(T^{-1}RT^{-1}\). Directly,
\[
\operatorname{tr}AG_0=\operatorname{tr}\big(TAT\,R^{-1}\big)=\operatorname{tr}\big(R^2R^{-1}\big)=\operatorname{tr}R,
\]
\[
\operatorname{tr}DG_0^{-1}=\operatorname{tr}\big(T\,T\,T^{-1}RT^{-1}\big)=\operatorname{tr}R .
\]
So \(F_D(G_0)=\tfrac12\operatorname{tr}R-\tfrac12(\operatorname{tr}D+\operatorname{tr}K)=E_c(D)\). The two traces are equal at the minimum, as potential and kinetic energy are in an oscillator ground state.

## Shifting the gaps

Let \(U=S^{1/2}\) and take \(X=Z=U\) in (1). Since \(\operatorname{tr}UYU=\operatorname{tr}SY\) for any matrix \(Y\),
\[
2\operatorname{tr}S\le\operatorname{tr}SG+\operatorname{tr}SG^{-1}. \tag{2}
\]
The case \(S=1\) is \(\operatorname{tr}G+\operatorname{tr}G^{-1}\ge2N\). The functional depends on \(D\) through both of its terms, and
\[
F_{D+S}(G)-F_D(G)=\tfrac14\left[\operatorname{tr}SG+\operatorname{tr}SG^{-1}-2\operatorname{tr}S\right]\ge0 .
\]
The matrix \(D+S\) is positive definite, so it has its own minimiser \(G_1\). Using \(G_1\) as a trial matrix for \(D\),
\[
E_c(D)\le F_D(G_1)\le F_{D+S}(G_1)=E_c(D+S).
\]
Finally \(F_{D+S}(1)=0\), and the lower bound at \(G=1\) gives \(E_c(D+S)\le0\).

## The file RPAVariational

```lean
import Mathlib

open Matrix
open scoped MatrixOrder

namespace RPAVariational

noncomputable section

variable {n : Type*} [Fintype n] [DecidableEq n]

/-- The direct-RPA matrix `D^(1/2) (D + 2K) D^(1/2)` for gap matrix `D` and coupling `K`. -/
def rpaMatrix (D K : Matrix n n ℝ) : Matrix n n ℝ :=
  CFC.sqrt D * (D + (2 : ℝ) • K) * CFC.sqrt D

/-- The direct-RPA correlation energy `(tr √(D^(1/2) (D + 2K) D^(1/2)) - tr D - tr K) / 2`. -/
def correlationEnergy (D K : Matrix n n ℝ) : ℝ :=
  (trace (CFC.sqrt (rpaMatrix D K)) - trace D - trace K) / 2

/-- The trial functional `(tr((D + 2K)(G - 1)) + tr(D(G⁻¹ - 1))) / 4`. -/
def functional (D K G : Matrix n n ℝ) : ℝ :=
  (trace ((D + (2 : ℝ) • K) * (G - 1)) + trace (D * (G⁻¹ - 1))) / 4

/-- The trial matrix `D^(1/2) R⁻¹ D^(1/2)`, with `R` the square root of the RPA matrix. -/
def optimalTrial (D K : Matrix n n ℝ) : Matrix n n ℝ :=
  CFC.sqrt D * (CFC.sqrt (rpaMatrix D K))⁻¹ * CFC.sqrt D

/-- The square root of a positive semidefinite matrix squares back to it, is symmetric, and is
positive definite when the matrix is. -/
theorem sqrt_spec {M : Matrix n n ℝ} (hM : M.PosSemidef) :
    CFC.sqrt M * CFC.sqrt M = M ∧ (CFC.sqrt M)ᵀ = CFC.sqrt M ∧
      (M.PosDef → (CFC.sqrt M).PosDef) := by
  have h1 : (CFC.sqrt M).PosSemidef := Matrix.nonneg_iff_posSemidef.mp (CFC.sqrt_nonneg M)
  have h2 : CFC.sqrt M * CFC.sqrt M = M :=
    CFC.sqrt_mul_sqrt_self M (Matrix.nonneg_iff_posSemidef.mpr hM)
  refine ⟨h2, (conjTranspose_eq_transpose_of_trivial _).symm.trans h1.isHermitian.eq,
    fun hP => h1.posDef_iff_isUnit.mpr ?_⟩
  have hd : IsUnit (det (CFC.sqrt M) * det (CFC.sqrt M)) := by
    rw [← det_mul, h2]
    exact (Matrix.isUnit_iff_isUnit_det M).mp hP.isUnit
  exact (Matrix.isUnit_iff_isUnit_det _).mpr (isUnit_of_mul_isUnit_left hd)

/-- If `T` and `A` are positive definite, so is `T A T`. -/
theorem posDef_conj {T A : Matrix n n ℝ} (hT : T.PosDef) (hA : A.PosDef) :
    (T * A * T).PosDef := by
  have h := hA.posSemidef.conjTranspose_mul_mul_same T
  rw [hT.isHermitian.eq] at h
  exact h.posDef_iff_isUnit.mpr ((hT.isUnit.mul hA.isUnit).mul hT.isUnit)

/-- For positive definite `G` and any `X`, `Z`:
`2 tr(Xᵀ Z) ≤ tr(Xᵀ G X) + tr(Zᵀ G⁻¹ Z)`. -/
theorem trace_am_gm {G : Matrix n n ℝ} (hG : G.PosDef) (X Z : Matrix n n ℝ) :
    2 * trace (Xᵀ * Z) ≤ trace (Xᵀ * G * X) + trace (Zᵀ * G⁻¹ * Z) := by
  -- complete the square: (X - G⁻¹Z)ᵀ G (X - G⁻¹Z) has non-negative trace
  have h := (hG.posSemidef.conjTranspose_mul_mul_same (X - G⁻¹ * Z)).trace_nonneg
  rw [conjTranspose_eq_transpose_of_trivial] at h
  have hu : IsUnit G.det := (Matrix.isUnit_iff_isUnit_det G).mp hG.isUnit
  have h1 : G * G⁻¹ = 1 := mul_nonsing_inv G hu
  have h2 : G⁻¹ * G = 1 := nonsing_inv_mul G hu
  have hGt : Gᵀ = G := (conjTranspose_eq_transpose_of_trivial G).symm.trans hG.isHermitian.eq
  have hs : (G⁻¹)ᵀ = G⁻¹ := by rw [transpose_nonsing_inv, hGt]
  have e : (X - G⁻¹ * Z)ᵀ * G * (X - G⁻¹ * Z)
      = Xᵀ * G * X - Xᵀ * Z - Zᵀ * X + Zᵀ * G⁻¹ * Z := by
    rw [transpose_sub, transpose_mul, hs]
    calc _ = Xᵀ * G * X - Xᵀ * (G * G⁻¹) * Z - Zᵀ * (G⁻¹ * G) * X
          + Zᵀ * (G⁻¹ * G) * G⁻¹ * Z := by noncomm_ring
      _ = _ := by simp only [h1, h2, mul_one]
  have t : trace (Zᵀ * X) = trace (Xᵀ * Z) := by
    rw [← trace_transpose (Zᵀ * X), transpose_mul, transpose_transpose]
  rw [e, trace_add, trace_sub, trace_sub, t] at h
  linarith

/-- The functional equals `(tr((D + 2K)G) + tr(D G⁻¹)) / 4 - (tr D + tr K) / 2`. -/
theorem functional_eq (D K G : Matrix n n ℝ) :
    functional D K G = (trace ((D + (2 : ℝ) • K) * G) + trace (D * G⁻¹)) / 4
      - (trace D + trace K) / 2 := by
  unfold functional
  simp only [mul_sub, mul_one, trace_sub, trace_add, trace_smul, smul_eq_mul]
  ring

/-- For positive definite `D`, positive semidefinite `K` and positive definite `G`, the
correlation energy is at most the value of the functional at `G`. -/
theorem correlationEnergy_le_functional {D K G : Matrix n n ℝ} (hD : D.PosDef)
    (hK : K.PosSemidef) (hG : G.PosDef) : correlationEnergy D K ≤ functional D K G := by
  obtain ⟨hTT, hTt, hTp⟩ := sqrt_spec hD.posSemidef
  have hT := hTp hD
  have hA : (D + (2 : ℝ) • K).PosDef := by
    rw [two_smul]
    exact hD.add_posSemidef (hK.add hK)
  have hM : (rpaMatrix D K).PosDef := posDef_conj hT hA
  obtain ⟨hRR, hRt, -⟩ := sqrt_spec hM.posSemidef
  rw [functional_eq]
  unfold correlationEnergy
  generalize CFC.sqrt (rpaMatrix D K) = R at hRR hRt ⊢
  unfold rpaMatrix at hRR
  generalize CFC.sqrt D = T at hTT hTt hT hRR
  generalize D + (2 : ℝ) • K = A at hRR ⊢
  have hu : IsUnit T.det := (Matrix.isUnit_iff_isUnit_det T).mp hT.isUnit
  have h1 : T * T⁻¹ = 1 := mul_nonsing_inv T hu
  have h2 : T⁻¹ * T = 1 := nonsing_inv_mul T hu
  have hTi : (T⁻¹)ᵀ = T⁻¹ := by rw [transpose_nonsing_inv, hTt]
  -- the trace inequality with X = T⁻¹ R and Z = T
  have h := trace_am_gm hG (T⁻¹ * R) T
  rw [transpose_mul, hRt, hTi, hTt] at h
  have e1 : R * T⁻¹ * T = R := by rw [mul_assoc, h2, mul_one]
  have e2 : trace (R * T⁻¹ * G * (T⁻¹ * R)) = trace (A * G) :=
    calc _ = trace (T⁻¹ * R * (R * T⁻¹ * G)) := trace_mul_comm _ _
      _ = trace (T⁻¹ * (R * R) * T⁻¹ * G) := by simp only [mul_assoc]
      _ = trace ((T⁻¹ * T) * A * (T * T⁻¹) * G) := by rw [hRR]; simp only [mul_assoc]
      _ = _ := by simp only [h1, h2, one_mul, mul_one]
  have e3 : trace (T * G⁻¹ * T) = trace (D * G⁻¹) := by
    rw [trace_mul_comm, ← mul_assoc, hTT]
  rw [e1, e2, e3] at h
  linarith

/-- For positive definite `D` and positive semidefinite `K`, the matrix `D^(1/2) R⁻¹ D^(1/2)` is
positive definite and the functional takes the value `Ec` there. -/
theorem functional_optimalTrial {D K : Matrix n n ℝ} (hD : D.PosDef) (hK : K.PosSemidef) :
    (optimalTrial D K).PosDef ∧ functional D K (optimalTrial D K) = correlationEnergy D K := by
  obtain ⟨hTT, -, hTp⟩ := sqrt_spec hD.posSemidef
  have hT := hTp hD
  have hA : (D + (2 : ℝ) • K).PosDef := by
    rw [two_smul]
    exact hD.add_posSemidef (hK.add hK)
  have hM : (rpaMatrix D K).PosDef := posDef_conj hT hA
  obtain ⟨hRR, -, hRp⟩ := sqrt_spec hM.posSemidef
  have hR := hRp hM
  refine ⟨posDef_conj hT hR.inv, ?_⟩
  rw [functional_eq]
  unfold correlationEnergy optimalTrial
  generalize CFC.sqrt (rpaMatrix D K) = R at hRR hR ⊢
  unfold rpaMatrix at hRR
  generalize CFC.sqrt D = T at hTT hT hRR ⊢
  generalize D + (2 : ℝ) • K = A at hRR ⊢
  have hu : IsUnit T.det := (Matrix.isUnit_iff_isUnit_det T).mp hT.isUnit
  have hv : IsUnit R.det := (Matrix.isUnit_iff_isUnit_det R).mp hR.isUnit
  have h1 : T * T⁻¹ = 1 := mul_nonsing_inv T hu
  have h2 : T⁻¹ * T = 1 := nonsing_inv_mul T hu
  have h3 : R * R⁻¹ = 1 := mul_nonsing_inv R hv
  have h4 : R⁻¹ * R = 1 := nonsing_inv_mul R hv
  have hinv : (T * R⁻¹ * T)⁻¹ = T⁻¹ * R * T⁻¹ := by
    apply inv_eq_right_inv
    calc _ = T * (R⁻¹ * (T * T⁻¹) * R) * T⁻¹ := by simp only [mul_assoc]
      _ = 1 := by rw [h1, mul_one, h4, mul_one, h1]
  -- both traces in the functional equal tr R
  have e1 : trace (A * (T * R⁻¹ * T)) = trace R :=
    calc _ = trace (A * T * R⁻¹ * T) := by simp only [mul_assoc]
      _ = trace (T * (A * T * R⁻¹)) := trace_mul_comm _ _
      _ = trace (T * A * T * R⁻¹) := by simp only [mul_assoc]
      _ = _ := by rw [← hRR, mul_assoc, h3, mul_one]
  have e2 : trace (D * (T⁻¹ * R * T⁻¹)) = trace R :=
    calc _ = trace (T * (T * T⁻¹ * R * T⁻¹)) := by rw [← hTT]; simp only [mul_assoc]
      _ = trace (T * T⁻¹ * R * T⁻¹ * T) := trace_mul_comm _ _
      _ = _ := by rw [h1, one_mul, mul_assoc, h2, mul_one]
  rw [hinv, e1, e2]
  ring

/-- Variational principle: for positive definite `D` and positive semidefinite `K`, the
correlation energy is the minimum of the functional over positive definite `G`. -/
theorem correlationEnergy_isLeast {D K : Matrix n n ℝ} (hD : D.PosDef) (hK : K.PosSemidef) :
    IsLeast (functional D K '' {G | G.PosDef}) (correlationEnergy D K) := by
  refine ⟨⟨_, (functional_optimalTrial hD hK).1, (functional_optimalTrial hD hK).2⟩, ?_⟩
  rintro _ ⟨G, hG, rfl⟩
  exact correlationEnergy_le_functional hD hK hG

/-- For positive semidefinite `S` and positive definite `G`: `2 tr S ≤ tr(S G) + tr(S G⁻¹)`. -/
theorem two_trace_le {S G : Matrix n n ℝ} (hS : S.PosSemidef) (hG : G.PosDef) :
    2 * trace S ≤ trace (S * G) + trace (S * G⁻¹) := by
  obtain ⟨hUU, hUt, -⟩ := sqrt_spec hS
  generalize CFC.sqrt S = U at hUU hUt
  have e : ∀ Y : Matrix n n ℝ, trace (U * Y * U) = trace (S * Y) := fun Y => by
    rw [trace_mul_comm, ← mul_assoc, hUU]
  have h := trace_am_gm hG U U
  rwa [hUt, hUU, e, e] at h

/-- Adding a positive semidefinite shift `S` to the positive definite gap matrix `D`, with `K`
positive semidefinite, gives `Ec(D) ≤ Ec(D + S) ≤ 0`. -/
theorem correlationEnergy_shift {D K S : Matrix n n ℝ} (hD : D.PosDef) (hK : K.PosSemidef)
    (hS : S.PosSemidef) :
    correlationEnergy D K ≤ correlationEnergy (D + S) K ∧ correlationEnergy (D + S) K ≤ 0 := by
  have hDS := hD.add_posSemidef hS
  constructor
  · -- use the minimiser for D + S as a trial matrix for D
    obtain ⟨hG, hE⟩ := functional_optimalTrial hDS hK
    generalize optimalTrial (D + S) K = G at hG hE
    have h1 := correlationEnergy_le_functional hD hK hG
    have h2 := two_trace_le hS hG
    rw [functional_eq] at h1 hE
    simp only [add_mul, trace_add] at h1 hE
    linarith
  · -- the trial matrix G = 1 gives zero
    have h := correlationEnergy_le_functional hDS hK (G := 1) PosDef.one
    have h0 : functional (D + S) K 1 = 0 := by simp [functional]
    linarith

/-- For positive gaps `d i`, non-negative shifts `s i` and positive semidefinite `K`, the
correlation energy obeys `Ec(d) ≤ Ec(d + s) ≤ 0`. -/
theorem correlationEnergy_level_shift {d s : n → ℝ} {K : Matrix n n ℝ} (hd : ∀ i, 0 < d i)
    (hs : ∀ i, 0 ≤ s i) (hK : K.PosSemidef) :
    correlationEnergy (diagonal d) K ≤ correlationEnergy (diagonal fun i => d i + s i) K ∧
      correlationEnergy (diagonal fun i => d i + s i) K ≤ 0 := by
  have hD : (diagonal d).PosDef := by
    exact PosDef.diagonal hd
  have hS : (diagonal s).PosSemidef := by
    exact PosSemidef.diagonal (fun i => hs i)
  rw [← diagonal_add]
  exact correlationEnergy_shift hD hK hS

end

end RPAVariational
```

```lean
#print axioms RPAVariational.correlationEnergy_isLeast
-- 'RPAVariational.correlationEnergy_isLeast' depends on axioms: [propext, Classical.choice, Quot.sound]
#print axioms RPAVariational.correlationEnergy_shift
-- 'RPAVariational.correlationEnergy_shift' depends on axioms: [propext, Classical.choice, Quot.sound]
#print axioms RPAVariational.correlationEnergy_level_shift
-- 'RPAVariational.correlationEnergy_level_shift' depends on axioms: [propext, Classical.choice, Quot.sound]
```

## Roots, congruence and the trace inequality in Lean

`sqrt_spec` collects the three facts needed about a root: it squares back, it is symmetric, and it is definite for definite input. For the last one, the determinant of the root times itself equals the determinant of the input, which is invertible. The root is then invertible, and `posDef_iff_isUnit` upgrades semidefinite to definite. `posDef_conj` uses the same upgrade. The product \(TAT\) is semidefinite as a congruence of \(A\), and invertible as a product of three invertible matrices.

`trace_am_gm` is inequality (1). Its first step, `h`, is the non-negative trace of \(W^{T}GW\). The identity `e` is the expansion: its `calc` block states the multiplied-out product with `G * G⁻¹` and `G⁻¹ * G` as visible factors, `noncomm_ring` proves that form, and `h1` and `h2` replace these factors by the identity. The equation `t` merges the two cross terms, and `linarith` rearranges. `functional_eq` is the second form of \(F_D\), obtained from linearity of the trace.

## The bound and the minimiser as algebra in T, R and A

In `correlationEnergy_le_functional` the `generalize` steps replace the two roots and \(D+2K\) by variables `R`, `T` and `A`. What remains known is `hTT` for \(T^2=D\), `hRR` for \(R^2=TAT\), the symmetry of both roots and the definiteness of \(T\). The inequality is called as `trace_am_gm hG (T⁻¹ * R) T`, and `e1`, `e2`, `e3` are the three evaluations displayed above, in the same order. Cyclicity enters as `trace_mul_comm`, with `mul_assoc` regrouping the factors before each cancellation. Definiteness of \(R\) is discarded in this lemma, where only its symmetry and its square are used.

It is needed in `functional_optimalTrial`, where `posDef_conj hT hR.inv` shows that \(G_0\) is an admissible trial matrix. The step `hinv` identifies \(G_0^{-1}\) by multiplying \(G_0\) with the candidate and cancelling from the inside, and `e1`, `e2` reduce both traces to \(\operatorname{tr}R\). `correlationEnergy_isLeast` pairs the two lemmas, taking membership from the minimiser and the bound from the inequality.

## The shift theorems in Lean

`two_trace_le` is (2), obtained from `trace_am_gm hG U U`. In `correlationEnergy_shift` the minimiser for \(D+S\) is renamed `G`, with `hE` recording \(F_{D+S}(G)=E_c(D+S)\). Then `h1` is the bound for \(D\) at this `G` and `h2` is (2). After `add_mul` and `trace_add` split the traces into their \(D\), \(S\) and \(K\) parts, the chain of inequalities is linear in those numbers and `linarith` closes it. The second half evaluates the functional at the identity. `correlationEnergy_level_shift` shows that `diagonal d` is definite and `diagonal s` semidefinite, rewrites the shifted diagonal as their sum and applies the general theorem.

## Frequencies as eigenvalues

The energy can also be defined as \(\tfrac12\big(\sum_i\sqrt{\mu_i}-\operatorname{tr}D-\operatorname{tr}K\big)\), with \(\mu_i\) the eigenvalues of \(M\). That form displays the sum over modes explicitly. Mathlib's eigenvalue function for Hermitian matrices takes a proof that \(M\) is symmetric as an argument, while the roots of the characteristic polynomial can be listed without one. Either way, the link to the present definition is one more lemma, from the spectral theorem, equating \(\sum_i\sqrt{\mu_i}\) with \(\operatorname{tr}R\). The variational argument would still run through the matrix \(R\), because the choice \(X=T^{-1}R\) and the minimiser \(G_0\) are built from it.
